# Closed form of the one-dimensional McMurchie–Davidson coefficients for two Gaussians on a common centre

Take two unnormalised primitive Gaussians in one Cartesian direction,

$$G_i(x)=(x-A)^i e^{-\alpha(x-A)^2},\qquad G_j(x)=(x-B)^j e^{-\beta(x-B)^2},$$

with $\alpha,\beta>0$ and $i,j=0,1,2,\dots$ Their total exponent is $p=\alpha+\beta$ and their product centre is $P=(\alpha A+\beta B)/p$. The McMurchie–Davidson coefficients $E_t^{ij}$ expand the product in Hermite Gaussians:

$$G_iG_j=\sum_{t=0}^{i+j}E_t^{ij}\Lambda_t,\qquad \Lambda_t(x)=\left(\frac{\partial}{\partial P}\right)^t e^{-p(x-P)^2}.$$

The $\Lambda_t$ carry no further scaling factor, and coefficients with $t<0$ or $t>i+j$ are zero.

## Selection rule and values

For $A=B$, put $n=i+j$. Then $E_t^{ij}=0$ unless $t\le n$ and $n-t$ is even. When $n=t+2m$ with $m\ge 0$,

$$E_t^{ij}=\frac{n!}{2^n\,m!\,t!\,p^{\,n-m}}.$$

The coefficients therefore depend on the two powers only through their sum, and every coefficient that the selection rule allows is nonzero. For $t=0$ and $n=2m$ the formula becomes

$$E_0^{ij}=\frac{1\cdot3\cdots(2m-1)}{(2p)^m},$$

where the empty product at $m=0$ is one.

## Same-atom pairs in an integral code

In electronic-structure codes with Gaussian basis sets, the result gives the Hermite coefficients of same-atom primitive pairs, one Cartesian direction at a time. A code that leaves out the terms with odd $i+j-t$ for such pairs relies on the selection rule. The closed form also supplies reference values for testing a routine that fills the table by recurrence. Since the one-dimensional overlap is $\sqrt{\pi/p}\,E_0^{ij}$, the $t=0$ formula gives same-centre overlaps directly.

The condition $A=B$ concerns a single coordinate. For two atoms on a line parallel to the $z$ axis, the $x$ and $y$ tables have this form although the atoms are distinct.

## From the recurrence to the factorials

Differentiating $\Lambda_1=2p(x-P)\Lambda_0$ with respect to $P$ a total of $t$ times gives

$$(x-P)\Lambda_t=\frac{\Lambda_{t+1}}{2p}+t\Lambda_{t-1}.$$

Raising $i$ by one multiplies the product by $x-A=(x-P)+(P-A)$. Collecting the coefficient of $\Lambda_t$ yields

$$E_t^{i+1,j}=\frac{E_{t-1}^{ij}}{2p}+(P-A)E_t^{ij}+(t+1)E_{t+1}^{ij}.$$

Raising $j$ gives the same relation with $P-B$ in place of $P-A$. The two steps differ only by a multiple of the identity, so they commute. The starting value is $E_0^{00}=e^{-\alpha\beta(A-B)^2/p}$, and the other $E_t^{00}$ vanish.

At $A=B$ we have $P=A$, both displacements are zero and the starting value is one. The two raising steps are now the same step, so only $n=i+j$ matters. Write $E_t^n$ for the resulting table:

$$E_t^0=\delta_{t0},\qquad E_0^{n+1}=E_1^n,\qquad E_{t+1}^{n+1}=\frac{E_t^n}{2p}+(t+2)E_{t+2}^n .$$

**Selection rule.** Row $n=0$ has its only nonzero entry at $t=0$. Each step connects an entry only to neighbours whose index differs by one. If an index in row $n+1$ is not of the form $n+1-2m$ with $m\ge0$, then neither neighbour has the form $n-2m'$ with $m'\ge0$. Both contributions vanish by induction.

**Closed form.** We show by induction that $E_t^n=n!/(2^n m!\,t!\,p^{t+m})$ for $n=t+2m$; here $t+m=n-m$. For $n=0$ we have $t=m=0$, and both sides are one.

For the entry $t+1$ of row $n+1$, let $n+1=(t+1)+2m$, so that $n=t+2m$. The lower neighbour contributes

$$\frac{E_t^n}{2p}=(t+1)\,\frac{n!}{2^{n+1}m!\,(t+1)!\,p^{t+1+m}}.$$

If $m=k+1$, then $n=(t+2)+2k$ and the upper neighbour contributes

$$(t+2)E_{t+2}^n=\frac{n!}{2^n k!\,(t+1)!\,p^{t+2+k}}
=2m\,\frac{n!}{2^{n+1}m!\,(t+1)!\,p^{t+1+m}}.$$

If $m=0$, the upper neighbour is zero by the selection rule, in agreement with the weight $2m$. The weights add up to $t+1+2m=n+1$, which turns $n!$ into $(n+1)!$.

For the entry $0$ of row $n+1$, let $n+1=2(k+1)$. Then

$$E_0^{n+1}=E_1^n=\frac{n!}{2^n k!\,p^{k+1}}
=\frac{2(k+1)\,n!}{2^{n+1}(k+1)!\,p^{k+1}}
=\frac{(n+1)!}{2^{n+1}(k+1)!\,p^{k+1}}.$$

**The case $t=0$.** Separating even and odd factors gives $(2m)!=2^m m!\prod_{k=0}^{m-1}(2k+1)$. Substitution into $E_0^{2m}=(2m)!/(2^{2m}m!\,p^m)$ yields the product of odd numbers over $(2p)^m$.

## The Lean file

```lean
import Mathlib

open scoped Nat

namespace McMurchieDavidsonConcentric

noncomputable section

/-- One step of the McMurchie-Davidson recurrence, raising the power of one Gaussian by one. Here
`d` is the product centre minus the centre of that Gaussian, and `p ≠ 0` is the total exponent. -/
def raiseStep (p d : ℝ) (E : ℕ → ℝ) : ℕ → ℝ
  | 0 => d * E 0 + E 1
  | t + 1 => E t / (2 * p) + d * E (t + 1) + ((t : ℝ) + 2) * E (t + 2)

/-- The centre of the product of two Gaussians with exponents `α`, `β` at `A`, `B`,
for `α + β ≠ 0`. -/
def centre (α β A B : ℝ) : ℝ := (α * A + β * B) / (α + β)

/-- The Hermite expansion coefficients `E_t^{ij}` of a product of two Cartesian Gaussians with
powers `i`, `j`, exponents `α`, `β` and centres `A`, `B`, for `α + β ≠ 0`. -/
def hermiteE (α β A B : ℝ) (i j : ℕ) : ℕ → ℝ :=
  (raiseStep (α + β) (centre α β A B - A))^[i]
    ((raiseStep (α + β) (centre α β A B - B))^[j]
      (fun t => if t = 0 then Real.exp (-(α * β / (α + β)) * (A - B) ^ 2) else 0))

/-- The one-index table `E_t^n` generated from `E_t^0 = δ_{t0}` by the recurrence with zero
displacement, for total exponent `p ≠ 0`. -/
def concentricE (p : ℝ) (n : ℕ) : ℕ → ℝ :=
  (raiseStep p 0)^[n] (fun t => if t = 0 then 1 else 0)

/-- Raising the power on one centre commutes with raising it on the other. -/
theorem raiseStep_comm (p a b : ℝ) (E : ℕ → ℝ) :
    raiseStep p a (raiseStep p b E) = raiseStep p b (raiseStep p a E) := by
  funext t
  rcases t with _ | _ | t <;> simp only [raiseStep, zero_add] <;> push_cast <;> ring

/-- The coefficients obey the McMurchie-Davidson recurrence in both powers `i` and `j`. -/
theorem hermiteE_recurrences (α β A B : ℝ) (i j : ℕ) :
    hermiteE α β A B (i + 1) j
        = raiseStep (α + β) (centre α β A B - A) (hermiteE α β A B i j) ∧
      hermiteE α β A B i (j + 1)
        = raiseStep (α + β) (centre α β A B - B) (hermiteE α β A B i j) := by
  constructor
  · unfold hermiteE
    rw [Function.iterate_succ_apply']
  · unfold hermiteE
    rw [Function.iterate_succ_apply']
    -- the new step on the second centre moves past the steps on the first
    have h : Function.Commute (raiseStep (α + β) (centre α β A B - A))
        (raiseStep (α + β) (centre α β A B - B)) := fun E => raiseStep_comm _ _ _ E
    exact (h.iterate_left i) _

/-- Each row of the one-index table follows from the previous one by a raising step with zero
displacement. -/
theorem concentricE_succ (p : ℝ) (n : ℕ) :
    concentricE p (n + 1) = raiseStep p 0 (concentricE p n) :=
  Function.iterate_succ_apply' _ _ _

/-- For Gaussians on a common centre with positive exponents, the coefficients depend on the
powers only through `i + j` and are given by the one-index table. -/
theorem hermiteE_eq_concentricE {α β : ℝ} (hα : 0 < α) (hβ : 0 < β) (A : ℝ) (i j : ℕ) :
    hermiteE α β A A i j = concentricE (α + β) (i + j) := by
  have hp : α + β ≠ 0 := (add_pos hα hβ).ne'
  have hc : centre α β A A - A = 0 := by
    rw [centre, ← add_mul, mul_div_cancel_left₀ A hp, sub_self]
  have hK : Real.exp (-(α * β / (α + β)) * (A - A) ^ 2) = 1 := by simp
  unfold hermiteE concentricE
  rw [hc, hK, Function.iterate_add_apply]

/-- The coefficient `E_t^n` vanishes when `n` is not `t` plus an even natural number. -/
theorem concentricE_eq_zero (p : ℝ) (n t : ℕ) (h : ∀ m, n ≠ t + 2 * m) :
    concentricE p n t = 0 := by
  induction n generalizing t with
  | zero =>
    have ht : t ≠ 0 := fun h0 => h 0 (by omega)
    simp [concentricE, ht]
  | succ n ih =>
    rw [concentricE_succ]
    rcases t with _ | t
    · have h1 := ih 1 (fun m hm => h (m + 1) (by omega))
      simp only [raiseStep, h1, zero_mul, add_zero]
    · have h1 := ih t (fun m hm => h m (by omega))
      have h2 := ih (t + 2) (fun m hm => h (m + 1) (by omega))
      simp only [raiseStep, h1, h2, zero_mul, mul_zero, zero_div, add_zero]

/-- For `p ≠ 0` and `n = t + 2m`, the coefficient satisfies
`2^n m! t! p^(t+m) E_t^n = n!`. -/
theorem concentricE_closed {p : ℝ} (hp : p ≠ 0) (n t m : ℕ) (hn : n = t + 2 * m) :
    2 ^ n * (m ! : ℝ) * (t ! : ℝ) * p ^ (t + m) * concentricE p n t = (n ! : ℝ) := by
  have fs : ∀ k : ℕ, ((k + 1)! : ℝ) = ((k : ℝ) + 1) * (k ! : ℝ) := fun k => by
    exact_mod_cast Nat.factorial_succ k
  induction n generalizing t m with
  | zero =>
    obtain ⟨rfl, rfl⟩ : t = 0 ∧ m = 0 := by omega
    simp [concentricE]
  | succ n ih =>
    rw [concentricE_succ]
    rcases t with _ | t
    · rcases m with _ | k
      · omega
      · -- the lowest coefficient is fed only from `t = 1`
        have h := ih 1 k (by omega)
        have hc : (n : ℝ) = 2 * k + 1 := by exact_mod_cast (show n = 2 * k + 1 by omega)
        simp only [Nat.factorial_one, Nat.cast_one] at h
        simp only [raiseStep, Nat.factorial_zero, Nat.cast_one]
        rw [fs n, fs k]
        linear_combination 2 * ((k : ℝ) + 1) * h - (n ! : ℝ) * hc
    · have h1 := ih t m (by omega)
      obtain ⟨x, hx⟩ : ∃ x, concentricE p n t = 2 * p * x :=
        ⟨concentricE p n t / (2 * p), by field_simp⟩
      have hd : 2 * p * x / (2 * p) = x :=
        mul_div_cancel_left₀ x (mul_ne_zero two_ne_zero hp)
      have hc : (n : ℝ) = t + 2 * m := by exact_mod_cast (show n = t + 2 * m by omega)
      rw [hx] at h1
      simp only [raiseStep]
      rw [hx, hd, fs n, fs t]
      rcases m with _ | k
      · -- the highest coefficient is fed only from below
        rw [concentricE_eq_zero p n (t + 2) (fun m hm => by omega)]
        push_cast at hc
        linear_combination ((t : ℝ) + 1) * h1 - (n ! : ℝ) * hc
      · -- both neighbours contribute, with weights adding up to `n + 1`
        have h2 := ih (t + 2) k (by omega)
        have f2 : ((t + 2)! : ℝ) = ((t : ℝ) + 2) * (((t : ℝ) + 1) * (t ! : ℝ)) := by
          have h := fs (t + 1)
          rw [fs t] at h
          push_cast at h
          linear_combination h
        rw [f2] at h2
        rw [fs k] at h1 ⊢
        push_cast at hc
        linear_combination ((t : ℝ) + 1) * h1 + 2 * ((k : ℝ) + 1) * h2 - (n ! : ℝ) * hc

/-- For two Gaussians with positive exponents on a common centre and `n = i + j`, `E_t^{ij}`
vanishes unless `t ≤ n` and `n - t` is even, and for `n = t + 2m` it equals
`n! / (2^n m! t! (α+β)^(n-m))`. -/
theorem hermiteE_coinciding {α β : ℝ} (hα : 0 < α) (hβ : 0 < β) (A : ℝ) (i j t : ℕ) :
    (¬ (t ≤ i + j ∧ Even (i + j - t)) → hermiteE α β A A i j t = 0) ∧
      ∀ m, i + j = t + 2 * m → hermiteE α β A A i j t =
        ((i + j)! : ℝ) / (2 ^ (i + j) * (m ! : ℝ) * (t ! : ℝ) * (α + β) ^ (i + j - m)) := by
  rw [hermiteE_eq_concentricE hα hβ]
  constructor
  · intro h
    exact concentricE_eq_zero _ _ _ (fun m hm => h ⟨by omega, ⟨m, by omega⟩⟩)
  · intro m hm
    have h := concentricE_closed (add_pos hα hβ).ne' (i + j) t m hm
    rw [eq_div_iff (by positivity), show i + j - m = t + m by omega]
    linear_combination h

/-- For positive exponents and a common centre, `E_t^{ij}` is nonzero exactly when `t ≤ i + j`
and `i + j - t` is even. -/
theorem hermiteE_ne_zero_iff {α β : ℝ} (hα : 0 < α) (hβ : 0 < β) (A : ℝ) (i j t : ℕ) :
    hermiteE α β A A i j t ≠ 0 ↔ t ≤ i + j ∧ Even (i + j - t) := by
  constructor
  · intro h
    by_contra hc
    exact h ((hermiteE_coinciding hα hβ A i j t).1 hc)
  · rintro ⟨hle, k, hk⟩
    rw [(hermiteE_coinciding hα hβ A i j t).2 k (by omega)]
    positivity

/-- For positive exponents, a common centre and `i + j = 2m`, the coefficient `E_0^{ij}` is the
product of the first `m` odd numbers divided by `(2(α+β))^m`. -/
theorem hermiteE_zero_index {α β : ℝ} (hα : 0 < α) (hβ : 0 < β) (A : ℝ) (i j m : ℕ)
    (h : i + j = 2 * m) :
    hermiteE α β A A i j 0
      = (∏ k ∈ Finset.range m, (2 * (k : ℝ) + 1)) / (2 * (α + β)) ^ m := by
  -- split the factorial of an even number into its even and odd factors
  have key : ∀ m : ℕ, ((2 * m)! : ℝ)
      = 2 ^ m * (m ! : ℝ) * ∏ k ∈ Finset.range m, (2 * (k : ℝ) + 1) := by
    intro m
    induction m with
    | zero => simp
    | succ m ih =>
      rw [show 2 * (m + 1) = 2 * m + 1 + 1 by ring, Nat.factorial_succ (2 * m + 1),
        Nat.factorial_succ (2 * m), Nat.factorial_succ m, Finset.prod_range_succ]
      push_cast
      linear_combination (2 * (m : ℝ) + 2) * (2 * (m : ℝ) + 1) * ih
  rw [(hermiteE_coinciding hα hβ A i j 0).2 m (by omega), h, key m,
    show 2 * m - m = m by omega, Nat.factorial_zero, Nat.cast_one,
    mul_pow 2 (α + β) m, div_eq_div_iff (by positivity) (by positivity)]
  ring

end

end McMurchieDavidsonConcentric
```

```lean
#print axioms McMurchieDavidsonConcentric.hermiteE_recurrences
#print axioms McMurchieDavidsonConcentric.hermiteE_eq_concentricE
#print axioms McMurchieDavidsonConcentric.hermiteE_ne_zero_iff
#print axioms McMurchieDavidsonConcentric.hermiteE_zero_index
```

```
'McMurchieDavidsonConcentric.hermiteE_recurrences' depends on axioms: [propext, Classical.choice, Quot.sound]
'McMurchieDavidsonConcentric.hermiteE_eq_concentricE' depends on axioms: [propext, Classical.choice, Quot.sound]
'McMurchieDavidsonConcentric.hermiteE_ne_zero_iff' depends on axioms: [propext, Classical.choice, Quot.sound]
'McMurchieDavidsonConcentric.hermiteE_zero_index' depends on axioms: [propext, Classical.choice, Quot.sound]
```

## What is established about `hermiteE`, and its limits

`raiseStep p d` is one recurrence step with displacement `d`, acting on a whole row of coefficients. `hermiteE α β A B i j t` is $E_t^{ij}$: it starts from the Gaussian prefactor at index zero, then applies `j` steps for the second centre and `i` for the first. The centres are arbitrary in this definition. A common centre enters the theorems by writing `A` twice, as in `hermiteE α β A A i j t`.

The main theorem, `hermiteE_coinciding`, assumes `0 < α` and `0 < β` and states the selection rule and the closed form for all natural `i`, `j` and `t`. Subtraction of natural numbers stops at zero in Lean, so `Even (i + j - t)` holds whenever `t` exceeds `i + j`; the separate condition `t ≤ i + j` excludes those indices. `hermiteE_ne_zero_iff` adds that the allowed coefficients are nonzero, and `hermiteE_zero_index` gives the product of odd numbers.

The proof has the same structure as the derivation:

- `raiseStep_comm` compares the two orders of raising entry by entry. `hermiteE_recurrences` uses it to move a new step on the second centre past the steps on the first, so the definition satisfies both recurrences.
- `hermiteE_eq_concentricE` sets the displacements to zero and the prefactor to one, then merges the `i` and `j` steps into `i + j` steps of the table `concentricE`.
- `concentricE_eq_zero` is the induction for the selection rule, with `omega` handling the index conditions.
- `concentricE_closed` is the induction for the values, with denominators multiplied out. It needs only `p ≠ 0`. The calls to `linear_combination` add the neighbours' contributions with the weights $t+1$ and $2m=2(k+1)$ found above.
- The main theorem divides by the positive denominator. The nonvanishing result follows from the positivity of every factor, and the $t=0$ formula from a short induction that splits $(2m)!$.

The selection rule does not extend to arbitrary pairs of centres. Take $\alpha=\beta=1$, $A=0$, $B=1$. Then $P=1/2$ and

$$E_0^{10}=(P-A)\,e^{-1/2}=\tfrac12 e^{-1/2}\neq0,$$

although $i+j-t=1$ is odd. A code that handles general pairs therefore cannot skip the odd entries without regard to the centres.

The file defines the coefficients by their recurrence and starting value; the Hermite expansion and the overlap integral are background to it. The theorems treat one Cartesian direction and one pair of primitives, so normalisation constants and contraction coefficients have to be multiplied in separately. They are statements about real numbers and give no bound on rounding errors or on overflow in the factorials. Nor do they verify any particular implementation: a program's indexing and its scaling of $\Lambda_t$ must match the conventions above before its table is compared with the formula.
